# The incremental expansion of the correlation energy, exact at pair order for a sum of fixed one-orbital and pair correlation energies

The correlation energy is modelled as an arbitrary function \(E\) from finite sets of localized orbitals to the real numbers, with no Hamiltonian or wavefunction behind it. The value \(E(S)\) stands for the energy obtained when only the orbitals in \(S\) are correlated, for instance in a coupled-cluster calculation.

In Lean 4 with Mathlib:

```lean
import Mathlib

open Finset

namespace IncrementalCorrelation

noncomputable section

variable {ι : Type*} [DecidableEq ι]

/-- The energy increment of a group `T` of localized orbitals: the alternating sum of the
correlation energies of all its subgroups. -/
def increment (E : Finset ι → ℝ) (T : Finset ι) : ℝ :=
  ∑ U ∈ T.powerset, (-1) ^ (T.card - U.card) * E U

/-- The energy of a group of orbitals built from fixed orbital energies `e` and fixed pair
energies `w`, where `w` is evaluated on two-orbital subsets. -/
def pairEnergy (e : ι → ℝ) (w : Finset ι → ℝ) (S : Finset ι) : ℝ :=
  ∑ i ∈ S, e i + ∑ P ∈ S.powersetCard 2, w P

/-- Adding an orbital `a` to a group gives the increment computed with `a` always correlated,
minus the increment computed without it. -/
theorem increment_insert (E : Finset ι → ℝ) {a : ι} {T : Finset ι} (ha : a ∉ T) :
    increment E (insert a T) = increment (fun U => E (insert a U)) T - increment E T := by
  unfold increment
  -- subsets of the larger group either omit `a` or contain it
  rw [Finset.sum_powerset_insert ha, ← Finset.sum_add_distrib, ← Finset.sum_sub_distrib]
  apply Finset.sum_congr rfl
  intro U hU
  have hs := Finset.mem_powerset.mp hU
  have hc := Finset.card_le_card hs
  have haU : a ∉ U := fun h => ha (hs h)
  rw [Finset.card_insert_of_notMem ha, Finset.card_insert_of_notMem haU,
    show T.card + 1 - U.card = (T.card - U.card) + 1 by omega,
    show T.card + 1 - (U.card + 1) = T.card - U.card by omega, pow_succ]
  ring

/-- The increments of all subgroups of `S`, the empty one included, add up to the energy
of `S`. -/
theorem sum_increment (E : Finset ι → ℝ) (S : Finset ι) :
    ∑ T ∈ S.powerset, increment E T = E S := by
  induction S using Finset.induction_on generalizing E with
  | empty => simp [increment]
  | insert a s ha ih =>
    have h : ∑ T ∈ s.powerset, increment E (insert a T)
        = ∑ T ∈ s.powerset, (increment (fun U => E (insert a U)) T - increment E T) :=
      Finset.sum_congr rfl fun T hT =>
        increment_insert E (fun h => ha (Finset.mem_powerset.mp hT h))
    rw [Finset.sum_powerset_insert ha, h, Finset.sum_sub_distrib,
      ih E, ih (fun U => E (insert a U))]
    ring

/-- Incremental expansion: if the energy of the empty group is zero, the energy of `S` is the
sum of the increments of its nonempty subgroups. -/
theorem incremental_expansion (E : Finset ι → ℝ) (h0 : E ∅ = 0) (S : Finset ι) :
    E S = ∑ T ∈ S.powerset.erase ∅, increment E T := by
  have h : increment E ∅ = 0 := by simp [increment, h0]
  rw [Finset.sum_erase _ h, sum_increment]

/-- Any assignment of contributions to groups of orbitals that adds up to the energy of every
group coincides with the increments. -/
theorem increment_unique (E f : Finset ι → ℝ)
    (hf : ∀ S, ∑ T ∈ S.powerset, f T = E S) (T : Finset ι) : increment E T = f T := by
  induction T using Finset.strongInduction with
  | H T ih =>
    have h1 := Finset.add_sum_erase T.powerset (increment E) (Finset.mem_powerset_self T)
    have h2 := Finset.add_sum_erase T.powerset f (Finset.mem_powerset_self T)
    -- all proper subgroups already agree
    have h3 : ∑ U ∈ T.powerset.erase T, increment E U = ∑ U ∈ T.powerset.erase T, f U := by
      apply Finset.sum_congr rfl
      intro U hU
      rw [Finset.mem_erase, Finset.mem_powerset] at hU
      exact ih U (Finset.ssubset_iff_subset_ne.mpr ⟨hU.2, hU.1⟩)
    linarith [sum_increment E T, hf T]

/-- For a sum of orbital and pair energies, the increment of one orbital is its orbital energy,
that of two orbitals is their pair energy, and every other increment is zero. -/
theorem increment_pairEnergy (e : ι → ℝ) (w : Finset ι → ℝ) (T : Finset ι) :
    increment (pairEnergy e w) T
      = (if T.card = 1 then ∑ i ∈ T, e i else 0) + (if T.card = 2 then w T else 0) := by
  refine increment_unique _ (fun T => (if T.card = 1 then ∑ i ∈ T, e i else 0)
    + (if T.card = 2 then w T else 0)) (fun S => ?_) T
  simp only [pairEnergy]
  -- sort the subgroups by their number of orbitals
  rw [Finset.sum_add_distrib, ← Finset.sum_filter, ← Finset.sum_filter,
    ← Finset.powersetCard_eq_filter, ← Finset.powersetCard_eq_filter,
    Finset.powersetCard_one, Finset.sum_map]
  simp

/-- The energy of the empty group and all increments of order three or more vanish exactly when
the energy is a sum of fixed orbital and pair energies. -/
theorem higher_increments_vanish_iff (E : Finset ι → ℝ) :
    (E ∅ = 0 ∧ ∀ T : Finset ι, 3 ≤ T.card → increment E T = 0)
      ↔ ∃ (e : ι → ℝ) (w : Finset ι → ℝ), E = pairEnergy e w := by
  constructor
  · rintro ⟨h0, hv⟩
    -- the increments themselves serve as orbital and pair energies
    refine ⟨fun i => increment E {i}, increment E, ?_⟩
    have h : ∀ T, increment (pairEnergy (fun i => increment E {i}) (increment E)) T
        = increment E T := by
      intro T
      rw [increment_pairEnergy]
      have hc : T.card = 0 ∨ T.card = 1 ∨ T.card = 2 ∨ 3 ≤ T.card := by omega
      rcases hc with hc | hc | hc | hc
      · rw [Finset.card_eq_zero] at hc
        subst hc
        simp [increment, h0]
      · obtain ⟨i, rfl⟩ := Finset.card_eq_one.mp hc
        simp
      · simp [hc]
      · rw [hv T hc, if_neg (by omega), if_neg (by omega), add_zero]
    funext S
    exact (sum_increment E S).symm.trans
      ((Finset.sum_congr rfl fun T _ => (h T).symm).trans (sum_increment _ S))
  · rintro ⟨e, w, rfl⟩
    have h0 : pairEnergy e w ∅ = 0 := by
      unfold pairEnergy
      rw [Finset.sum_empty, zero_add]
      -- the empty group contains no pairs
      apply Finset.sum_eq_zero
      intro P hP
      obtain ⟨hs, h2⟩ := Finset.mem_powersetCard.mp hP
      have hc := Finset.card_le_card hs
      rw [Finset.card_empty] at hc
      omega
    refine ⟨h0, fun T hT => ?_⟩
    rw [increment_pairEnergy, if_neg (by omega), if_neg (by omega), add_zero]

/-- If `a` belongs to `T` and adding it never changes the energy of a subgroup of `T`, the increment
of `T` is zero. -/
theorem increment_eq_zero_of_spectator (E : Finset ι → ℝ) {a : ι} {T : Finset ι} (ha : a ∈ T)
    (h : ∀ U ⊆ T.erase a, E (insert a U) = E U) : increment E T = 0 := by
  rw [← Finset.insert_erase ha, increment_insert E (Finset.notMem_erase a T), sub_eq_zero]
  unfold increment
  apply Finset.sum_congr rfl
  intro U hU
  beta_reduce
  rw [h U (Finset.mem_powerset.mp hU)]

/-- If the energy of every subgroup of `T` is the sum of its parts inside and outside a region
`A`, and `T` has orbitals on both sides, then the increment of `T` is zero. -/
theorem increment_eq_zero_of_separated (E : Finset ι → ℝ) {A T : Finset ι} {a b : ι}
    (haT : a ∈ T) (haA : a ∈ A) (hbT : b ∈ T) (hbA : b ∉ A)
    (hsep : ∀ U ⊆ T, E U = E (U ∩ A) + E (U \ A)) : increment E T = 0 := by
  have hsplit : increment E T
      = increment (fun U => E (U ∩ A)) T + increment (fun U => E (U \ A)) T := by
    unfold increment
    rw [← Finset.sum_add_distrib]
    apply Finset.sum_congr rfl
    intro U hU
    rw [hsep U (Finset.mem_powerset.mp hU), mul_add]
  -- `b` is a spectator for the inner part, `a` for the outer part
  have h1 : increment (fun U => E (U ∩ A)) T = 0 :=
    increment_eq_zero_of_spectator _ hbT fun U _ => by
      simp only [Finset.insert_inter_of_notMem hbA]
  have h2 : increment (fun U => E (U \ A)) T = 0 :=
    increment_eq_zero_of_spectator _ haT fun U _ => by
      simp only [Finset.insert_sdiff_of_mem U haA]
  rw [hsplit, h1, h2, add_zero]

/-- A model energy quadratic in the number of orbitals inside `A` and in the number outside. -/
def twoRegionEnergy (A U : Finset ι) : ℝ :=
  ((U ∩ A).card : ℝ) ^ 2 + ((U \ A).card : ℝ) ^ 2

/-- The two-region model energy of any group is the sum of the energies of its parts inside and
outside `A`. -/
theorem separated_witness (A U : Finset ι) :
    twoRegionEnergy A U = twoRegionEnergy A (U ∩ A) + twoRegionEnergy A (U \ A) := by
  have h1 : (U ∩ A) ∩ A = U ∩ A := by
    ext x; simp only [Finset.mem_inter]; tauto
  have h2 : (U ∩ A) \ A = ∅ := by
    ext x; simp only [Finset.mem_inter, Finset.mem_sdiff, Finset.notMem_empty]; tauto
  have h3 : (U \ A) ∩ A = ∅ := by
    ext x; simp only [Finset.mem_inter, Finset.mem_sdiff, Finset.notMem_empty]; tauto
  have h4 : (U \ A) \ A = U \ A := by
    ext x; simp only [Finset.mem_sdiff]; tauto
  unfold twoRegionEnergy
  rw [h1, h2, h3, h4, Finset.card_empty]
  norm_num

end

end IncrementalCorrelation
```

```lean
#print axioms IncrementalCorrelation.incremental_expansion
#print axioms IncrementalCorrelation.increment_pairEnergy
#print axioms IncrementalCorrelation.higher_increments_vanish_iff
#print axioms IncrementalCorrelation.increment_eq_zero_of_separated
```

```
'IncrementalCorrelation.incremental_expansion' depends on axioms: [propext, Classical.choice, Quot.sound]
'IncrementalCorrelation.increment_pairEnergy' depends on axioms: [propext, Classical.choice, Quot.sound]
'IncrementalCorrelation.higher_increments_vanish_iff' depends on axioms: [propext, Classical.choice, Quot.sound]
'IncrementalCorrelation.increment_eq_zero_of_separated' depends on axioms: [propext, Classical.choice, Quot.sound]
```

## Energies of groups and their increments

The type `ι` labels the orbitals, and a group of them is a `Finset ι`. There may be infinitely many labels, but every group is finite. The increment of a group \(T\), `increment E T`, is

\[
\Delta E(T)=\sum_{U\subseteq T}(-1)^{|T|-|U|}E(U).
\]

For two different orbitals this is \(E(\{i,j\})-E(\{i\})-E(\{j\})+E(\varnothing)\), the part of the pair's energy that the single orbitals do not account for.

If \(E(\varnothing)=0\), so that correlating nothing yields no correlation energy, `incremental_expansion` states that \(E(S)\) is the sum of \(\Delta E(T)\) over the nonempty \(T\subseteq S\).

The function `pairEnergy e w` adds an energy \(e_i\) for each orbital in \(S\) and an energy \(w(P)\) for each unordered pair \(P\subseteq S\). Here \(e_i\) is the correlation energy of orbital \(i\) correlated alone, not its Hartree–Fock orbital energy. The numbers \(e_i\) and \(w(P)\) are fixed: they do not depend on which other orbitals are correlated. Coupled-cluster pair energies generally do, because the amplitudes are coupled. The theorem `higher_increments_vanish_iff` says that \(E\) has this form exactly when \(E(\varnothing)=0\) and all increments of order three or more vanish.

For methods that use the incremental expansion, this identifies when stopping at the pair increments is exact for every group of orbitals. For one particular group, nonzero higher increments may also happen to cancel in the sum. The theorem gives no error estimate when the higher increments are merely small.

## Why the increments add up

Take an orbital \(a\notin T\) and write \(E^a(U)=E(U\cup\{a\})\). Each subset of \(T\cup\{a\}\) is either some \(U\subseteq T\), whose sign is reversed because the larger group has one more orbital, or \(U\cup\{a\}\), whose sign is \((-1)^{|T|-|U|}\). Hence

\[
\Delta E(T\cup\{a\})=\Delta E^a(T)-\Delta E(T),
\]

which is `increment_insert`.

The sum rule `sum_increment` follows by induction on \(S\), for all energy functions at once, since the step uses both \(E\) and \(E^a\). For \(S=\varnothing\), the only increment is \(E(\varnothing)\). For \(a\notin S\),

\[
\begin{aligned}
\sum_{T\subseteq S\cup\{a\}}\Delta E(T)
&=\sum_{T\subseteq S}\Delta E(T)+\sum_{T\subseteq S}\bigl[\Delta E^a(T)-\Delta E(T)\bigr]\\
&=E(S)+E(S\cup\{a\})-E(S)=E(S\cup\{a\}).
\end{aligned}
\]

When \(E(\varnothing)=0\), the empty group's increment is zero and can be removed from the sum.

## From uniqueness to pair energies

Suppose \(f\) also satisfies \(\sum_{T\subseteq S}f(T)=E(S)\) for every \(S\). Then

\[
f(T)=E(T)-\sum_{U\subsetneq T}f(U),
\]

and \(\Delta E\) obeys the same equation. If the two agree on all proper subsets of \(T\), they agree on \(T\); this is the strong induction in `increment_unique`.

For `pairEnergy e w`, let \(f\) be \(e_i\) on \(\{i\}\), \(w(T)\) on a pair \(T\), and zero otherwise. Sorting the subsets of \(S\) by size shows that \(f\) sums to the model energy, so `increment_pairEnergy` identifies \(f\) with the increments. Those of order three or more are therefore zero, and the model energy of the empty group is an empty sum.

Conversely, let \(E(\varnothing)=0\) and let all increments of order three or more vanish. Choose \(e_i=\Delta E(\{i\})\) and \(w(P)=\Delta E(P)\). The resulting pair model has the same increments as \(E\) at orders zero, one, two and above. Summing them over the subsets of \(S\) gives the same energy for every \(S\).

## Groups that straddle two independent regions

If adding \(a\in T\) never changes the energy of a subset of \(T\setminus\{a\}\), the two terms of the recursion cancel and \(\Delta E(T)=0\). This is `increment_eq_zero_of_spectator`.

Now let \(A\) be a region, given as a set of orbitals, and assume

\[
E(U)=E(U\cap A)+E(U\setminus A)\qquad\text{for every }U\subseteq T.
\]

This stands for the additivity of a size-consistent method over non-interacting fragments; it is assumed, not derived from a distance between orbitals. By linearity, \(\Delta E(T)\) splits into two increments. If \(T\) contains \(a\in A\) and \(b\notin A\), the first part ignores \(b\) and the second ignores \(a\), so both vanish. That proves `increment_eq_zero_of_separated`.

The example `twoRegionEnergy` squares the number of orbitals on each side of \(A\) and adds the results. It satisfies the separation condition by `separated_witness`, yet two orbitals on the same side have energy 4, while each alone has energy 1. It is a mathematical illustration only: its value is positive for every nonempty group, whereas a correlation energy obtained by minimising the energy over a space that contains the Hartree–Fock determinant is never positive.
